# The lowest frozen-orbital Mulliken Fukui value of two basis functions tends to minus infinity as their overlap approaches one

A molecule loses an electron, and one asks which atom the charge came from. The Fukui function answers point by point: it is the change of the electron density with the number of electrons while the nuclei are held fixed. If the orbitals are frozen during the ionisation, it is the density $|\varphi(\mathbf r)|^2$ of the frontier orbital $\varphi$, which is nowhere negative. Yet when this density is condensed to one number per atom by Mulliken's partition, some of the numbers can be negative. How negative can they become?

The smallest model that shows the effect has two centres with one real, normalised basis function $\chi_0$, $\chi_1$ on each. For overlap $0<s<1$, the lowest value over all normalised real orbitals is $\tfrac12-\tfrac{1}{2\sqrt{1-s^2}}$. It is negative, and it has no lower bound as $s$ approaches one.

```lean
import Mathlib

open Matrix Filter Topology Set

namespace CondensedFukuiMulliken
```

## Two functions and their overlap

Let $s=\int\chi_0\chi_1\,d\mathbf r$. The overlap matrix is

$$S=\begin{pmatrix}1&s\\ s&1\end{pmatrix}.$$

```lean
/-- The overlap matrix of two normalised basis functions with mutual overlap `s`. -/
def overlap (s : ℝ) : Matrix (Fin 2) (Fin 2) ℝ := !![1, s; s, 1]
```

The ones on the diagonal express that the basis functions are normalised. The definition accepts any real `s`. The condition $|s|<1$, which holds for two linearly independent normalised functions by the Cauchy–Schwarz inequality, enters later as a hypothesis.

## Normalisation with the overlap matrix

The orbital is $\varphi=\sum_i c_i\chi_i$ with real coefficients. Its norm is

$$\int\varphi^2\,d\mathbf r=\sum_{i,j}c_iS_{ij}c_j=c^{\mathsf T}Sc,$$

and this has to equal one.

```lean
/-- An orbital with real coefficients `c` is normalised in a basis with overlap matrix `S`. -/
def IsNormalized {n : Type*} [Fintype n] (S : Matrix n n ℝ) (c : n → ℝ) : Prop :=
  c ⬝ᵥ (S *ᵥ c) = 1
```

Here `S *ᵥ c` is the matrix-vector product $Sc$ and `⬝ᵥ` is the dot product. The index type `n` is any finite set of basis functions.

## The condensed value as a Mulliken population

Mulliken's partition gives each function its own square term and half of every overlap term it takes part in. The share of function $i$ is

$$f_i=c_i\sum_jS_{ij}c_j=c_i\,(Sc)_i .$$

```lean
/-- The condensed Fukui value of basis function `i` in the frozen-orbital approximation:
the Mulliken population of the frontier orbital `c`. -/
def fukui {n : Type*} [Fintype n] (S : Matrix n n ℝ) (c : n → ℝ) (i : n) : ℝ :=
  c i * (S *ᵥ c) i
```

The name `fukui` stands for this frozen-orbital quantity; orbital relaxation is left out. The index labels basis functions, and with one function per centre it labels atoms as well. In a frozen-orbital calculation with real orbitals, one takes the frontier orbital's coefficient vector from the generalised eigenvalue problem, scaled so that $c^{\mathsf T}Sc=1$. Multiplying it by $S$, multiplying the result elementwise by $c$, and adding up the entries that belong to each atom gives the condensed values.

## The values add up to one

Summing the shares restores the norm:

$$\sum_if_i=\sum_ic_i(Sc)_i=c^{\mathsf T}Sc=1 .$$

```lean
/-- The condensed Fukui values of a normalised frontier orbital add up to one. -/
theorem sum_fukui {n : Type*} [Fintype n] (S : Matrix n n ℝ) (c : n → ℝ)
    (hc : IsNormalized S c) : ∑ i, fukui S c i = 1 := hc
```

The proof is the hypothesis `hc` itself, because the dot product is by definition this sum. The result holds for any finite basis. It also shows that a negative value on one of two centres forces a value above one on the other.

## Both expressions for two functions

Write $a=c_0$ and $b=c_1$. Then $Sc=(a+sb,\;sa+b)$, and the norm is

$$a(a+sb)+b(sa+b)=a^2+b^2+2sab .$$

```lean
/-- For two basis functions, normalisation reads `a² + b² + 2sab = 1`. -/
theorem isNormalized_overlap_iff (s : ℝ) (c : Fin 2 → ℝ) :
    IsNormalized (overlap s) c ↔ c 0 ^ 2 + c 1 ^ 2 + 2 * s * c 0 * c 1 = 1 := by
  have key : c ⬝ᵥ (overlap s *ᵥ c) = c 0 ^ 2 + c 1 ^ 2 + 2 * s * c 0 * c 1 := by
    simp [overlap, Matrix.mulVec, dotProduct, Fin.sum_univ_two]
    ring
  rw [IsNormalized, key]
```

The same product gives the condensed value of the first function,

$$f_0=a(a+sb)=a^2+sab .$$

```lean
/-- For two basis functions, the condensed Fukui value of the first one is `a² + sab`. -/
theorem fukui_overlap (s : ℝ) (c : Fin 2 → ℝ) :
    fukui (overlap s) c 0 = c 0 ^ 2 + s * c 0 * c 1 := by
  simp [fukui, overlap, Matrix.mulVec, dotProduct, Fin.sum_univ_two]
  ring
```

In both proofs `simp` expands the matrix product over the two indices and `ring` collects the terms.

The constraint has to keep its overlap term. With $a^2+b^2=1$ in its place, the minimum of $a^2+sab$ would be $\tfrac12-\tfrac12\sqrt{1+s^2}$. This is also negative for $s>0$, and so looks plausible, but it never falls below $\tfrac12(1-\sqrt2)\approx-0.21$ for $s\le1$, and the divergence is lost.

## How far the value can stray from one half

Subtracting the normalisation from $2f_0$ gives

$$2f_0-1=2a^2+2sab-(a^2+b^2+2sab)=a^2-b^2 .$$

Now split twice the norm into an in-phase and an out-of-phase part,

$$x=(1+s)(a+b)^2,\qquad y=(1-s)(a-b)^2 .$$

Their sum is $2a^2+2b^2+4sab=2$, and their product is

$$xy=(1-s^2)(a^2-b^2)^2=(1-s^2)(2f_0-1)^2 .$$

Since $y=2-x$, we have $xy=x(2-x)=1-(x-1)^2\le1$, and therefore

$$(1-s^2)(2f_0-1)^2\le1 .$$

```lean
/-- For two basis functions with overlap parameter `s`, the condensed Fukui value `f` of the first
one in a normalised real orbital satisfies `(1 - s²)(2f - 1)² ≤ 1`. -/
theorem fukui_deviation_bound (s : ℝ) (c : Fin 2 → ℝ) (hc : IsNormalized (overlap s) c) :
    (1 - s ^ 2) * (2 * fukui (overlap s) c 0 - 1) ^ 2 ≤ 1 := by
  have h := (isNormalized_overlap_iff s c).1 hc
  have hd : 2 * fukui (overlap s) c 0 - 1 = c 0 ^ 2 - c 1 ^ 2 := by
    rw [fukui_overlap]
    linear_combination h
  rw [hd]
  -- in-phase and out-of-phase parts of the norm
  obtain ⟨x, hx⟩ : ∃ x, x = (1 + s) * (c 0 + c 1) ^ 2 := ⟨_, rfl⟩
  obtain ⟨y, hy⟩ : ∃ y, y = (1 - s) * (c 0 - c 1) ^ 2 := ⟨_, rfl⟩
  have hxy : y = 2 - x := by
    rw [hx, hy]
    linear_combination 2 * h
  have hprod : (1 - s ^ 2) * (c 0 ^ 2 - c 1 ^ 2) ^ 2 = x * y := by
    rw [hx, hy]
    ring
  rw [hprod, hxy]
  nlinarith [sq_nonneg (x - 1)]
```

The equations `hd`, `hxy` and `hprod` are the three identities above, and `nlinarith` finishes with the square $(x-1)^2\ge0$. No restriction on $s$ is used, but the inequality limits $f_0$ only when $1-s^2>0$.

The split also shows where large values come from. Normalisation limits $(1-s)(a-b)^2$ to at most 2, so for $s$ close to one the difference $a-b$ may be large. The two functions then nearly cancel in space, while their coefficients are big and of opposite sign.

## Every value in the interval occurs

Let $-1<s<1$ and put $p=\sqrt{1+s}$, $q=\sqrt{1-s}$, so that $pq=\sqrt{1-s^2}>0$. The bound becomes $|pq(2f_0-1)|\le1$, which is

$$\frac12-\frac1{2\sqrt{1-s^2}}\;\le\; f_0\;\le\;\frac12+\frac1{2\sqrt{1-s^2}} .$$

Conversely, take any $f$ in this interval. Then $t=pq(2f-1)$ lies between $-1$ and $1$, and we can define

$$C=\sqrt{\tfrac{1+t}2},\quad D=\sqrt{\tfrac{1-t}2},\quad u=\frac{C+D}p,\quad v=\frac{C-D}q .$$

The orbital with $a=\tfrac12(u+v)$ and $b=\tfrac12(u-v)$ has in-phase amplitude $a+b=u$ and out-of-phase amplitude $a-b=v$. It is normalised:

$$a^2+b^2+2sab=\tfrac12\left[(1+s)u^2+(1-s)v^2\right]=\tfrac12\left[(C+D)^2+(C-D)^2\right]=C^2+D^2=1 .$$

Its condensed value is the prescribed one, since

$$a^2-b^2=uv=\frac{C^2-D^2}{pq}=\frac t{pq}=2f-1$$

and hence $f_0=\tfrac12(1+a^2-b^2)=f$.

```lean
/-- For two basis functions with overlap `-1 < s < 1`, the condensed Fukui values of the first one,
taken over all normalised real frontier orbitals, fill exactly the closed interval of half-width
`1/(2√(1 - s²))` around one half. -/
theorem fukui_range (s : ℝ) (h₁ : -1 < s) (h₂ : s < 1) :
    {f : ℝ | ∃ c, IsNormalized (overlap s) c ∧ fukui (overlap s) c 0 = f} =
      Icc (1 / 2 - 1 / (2 * √(1 - s ^ 2))) (1 / 2 + 1 / (2 * √(1 - s ^ 2))) := by
  obtain ⟨p, hp0, hp⟩ : ∃ p : ℝ, 0 < p ∧ p ^ 2 = 1 + s :=
    ⟨√(1 + s), Real.sqrt_pos.2 (by linarith), Real.sq_sqrt (by linarith)⟩
  obtain ⟨q, hq0, hq⟩ : ∃ q : ℝ, 0 < q ∧ q ^ 2 = 1 - s :=
    ⟨√(1 - s), Real.sqrt_pos.2 (by linarith), Real.sq_sqrt (by linarith)⟩
  have hpq0 : 0 < p * q := mul_pos hp0 hq0
  have hpq : (p * q) ^ 2 = 1 - s ^ 2 := by
    rw [mul_pow, hp, hq]
    ring
  have hr : √(1 - s ^ 2) = p * q := by
    rw [← hpq]
    exact Real.sqrt_sq hpq0.le
  obtain ⟨k, hkdef⟩ : ∃ k, k = 1 / (2 * √(1 - s ^ 2)) := ⟨_, rfl⟩
  rw [← hkdef]
  have hk0 : 0 < k := by
    rw [hkdef, hr]
    positivity
  have hk : k * (p * q) = 1 / 2 := by
    rw [hkdef, hr]
    field_simp
  ext f
  constructor
  · -- every value lies in the interval
    rintro ⟨c, hc, hf⟩
    have hb := fukui_deviation_bound s c hc
    rw [hf, ← hpq, ← mul_pow] at hb
    have hT := abs_le.1 ((sq_le_one_iff_abs_le_one _).1 hb)
    have hfk : f = 1 / 2 + k * (p * q * (2 * f - 1)) := by
      linear_combination (-(2 * f - 1)) * hk
    have hlo := mul_le_mul_of_nonneg_left hT.1 hk0.le
    have hhi := mul_le_mul_of_nonneg_left hT.2 hk0.le
    exact ⟨by linarith, by linarith⟩
  · -- every value in the interval is realised by an explicit orbital
    rintro ⟨hlo, hhi⟩
    have t₁ : -1 ≤ p * q * (2 * f - 1) := by
      nlinarith [mul_nonneg hpq0.le (sub_nonneg.2 hlo)]
    have t₂ : p * q * (2 * f - 1) ≤ 1 := by
      nlinarith [mul_nonneg hpq0.le (sub_nonneg.2 hhi)]
    obtain ⟨C, hC⟩ : ∃ C : ℝ, C ^ 2 = (1 + p * q * (2 * f - 1)) / 2 :=
      ⟨_, Real.sq_sqrt (by linarith)⟩
    obtain ⟨D, hD⟩ : ∃ D : ℝ, D ^ 2 = (1 - p * q * (2 * f - 1)) / 2 :=
      ⟨_, Real.sq_sqrt (by linarith)⟩
    obtain ⟨u, hu⟩ : ∃ u : ℝ, p * u = C + D := ⟨(C + D) / p, by field_simp⟩
    obtain ⟨v, hv⟩ : ∃ v : ℝ, q * v = C - D := ⟨(C - D) / q, by field_simp⟩
    have hU : (1 + s) * u ^ 2 = (C + D) ^ 2 := by
      rw [← hp, ← hu]
      ring
    have hV : (1 - s) * v ^ 2 = (C - D) ^ 2 := by
      rw [← hq, ← hv]
      ring
    have huv : u * v = 2 * f - 1 := by
      apply mul_left_cancel₀ hpq0.ne'
      linear_combination (q * v) * hu + (C + D) * hv + hC - hD
    have hN : ((u + v) / 2) ^ 2 + ((u - v) / 2) ^ 2
        + 2 * s * ((u + v) / 2) * ((u - v) / 2) = 1 := by
      linear_combination (hU + hV) / 2 + hC + hD
    refine ⟨![(u + v) / 2, (u - v) / 2], (isNormalized_overlap_iff s _).2 hN, ?_⟩
    rw [fukui_overlap]
    show ((u + v) / 2) ^ 2 + s * ((u + v) / 2) * ((u - v) / 2) = f
    linear_combination hN / 2 + huv / 2
```

The left-hand side of the theorem is the set of all numbers `f` for which some normalised `c` has that condensed value; `Icc` is the closed interval. The proof abbreviates the half-width as `k`. Its first half multiplies the two-sided bound `hT` by `k`. Its second half follows the construction: `hN` is the normalisation, `huv` is $uv=2f-1$, and `refine` supplies the coefficient vector.

The hypothesis `s < 1` can't be weakened to $s\le1$. At $s=1$ the constraint is $(a+b)^2=1$ and $a(a+b)$ takes every real value, whereas Lean's convention $1/0=0$ would shrink the stated interval to the single point $\tfrac12$.

## The minimum and its sign

The lower end of a closed interval belongs to it, so it is an attained minimum. For $0<s<1$ we have $0<\sqrt{1-s^2}<1$, hence $\tfrac1{2\sqrt{1-s^2}}>\tfrac12$, and the minimum is negative.

The minimising orbital has $t=-1$, so $C=0$ and $D=1$, which gives

$$a=\frac12\left(\frac1{\sqrt{1+s}}-\frac1{\sqrt{1-s}}\right),\qquad b=\frac12\left(\frac1{\sqrt{1+s}}+\frac1{\sqrt{1-s}}\right).$$

For $s=0.6$ these are $a\approx-0.395$ and $b\approx1.186$. The square term $a^2\approx0.156$ is outweighed by the overlap share $sab\approx-0.281$. The condensed values are $-0.125$ and $1.125$.

```lean
/-- For two basis functions with overlap `0 < s < 1`, the smallest condensed Fukui value of the
first one over all normalised real frontier orbitals is `1/2 - 1/(2√(1 - s²))`, and it is negative.
-/
theorem fukui_minimum (s : ℝ) (h₀ : 0 < s) (h₁ : s < 1) :
    IsLeast {f : ℝ | ∃ c, IsNormalized (overlap s) c ∧ fukui (overlap s) c 0 = f}
      (1 / 2 - 1 / (2 * √(1 - s ^ 2))) ∧
    1 / 2 - 1 / (2 * √(1 - s ^ 2)) < 0 := by
  have hr0 : 0 < √(1 - s ^ 2) := Real.sqrt_pos.2 (by nlinarith)
  have hr1 : √(1 - s ^ 2) < 1 := (Real.sqrt_lt' one_pos).2 (by nlinarith)
  have hk : 1 / 2 < 1 / (2 * √(1 - s ^ 2)) := by
    rw [lt_div_iff₀ (by positivity)]
    linarith
  refine ⟨?_, by linarith⟩
  rw [fukui_range s (by linarith) h₁]
  exact isLeast_Icc (by linarith)
```

`IsLeast` says that the number belongs to the set and that no element lies below it. The lines `hr1` and `hk` are the two inequalities for the sign, and `isLeast_Icc` reads the minimum off the interval.

The set contains the condensed value of every normalised real orbital of the two-function basis. No Hamiltonian selects the frontier orbital, so the minimum says what the partition permits, and a particular molecule need not come near it.

## The limit of full overlap

As $s\to1$ from below, $2\sqrt{1-s^2}$ tends to zero through positive values. Its reciprocal tends to plus infinity, and so

$$\frac12-\frac1{2\sqrt{1-s^2}}\longrightarrow-\infty .$$

```lean
/-- The expression `1/2 - 1/(2√(1 - s²))` tends to minus infinity as the overlap `s` tends to one
from below. -/
theorem minimum_tendsto_atBot :
    Tendsto (fun s : ℝ => 1 / 2 - 1 / (2 * √(1 - s ^ 2))) (𝓝[<] 1) atBot := by
  have hc : Continuous (fun s : ℝ => 2 * √(1 - s ^ 2)) := by fun_prop
  -- the denominator tends to zero through positive values
  have h0 : Tendsto (fun s : ℝ => 2 * √(1 - s ^ 2)) (𝓝[<] 1) (𝓝[>] 0) := by
    refine tendsto_nhdsWithin_iff.2
      ⟨(hc.tendsto' 1 0 (by simp)).mono_left nhdsWithin_le_nhds, ?_⟩
    filter_upwards [Ioo_mem_nhdsLT (zero_lt_one' ℝ)] with s hs
    exact mul_pos two_pos (Real.sqrt_pos.2 (by nlinarith [hs.1, hs.2]))
  have h1 := tendsto_inv_nhdsGT_zero.comp h0
  refine tendsto_atBot.2 fun M => ?_
  filter_upwards [tendsto_atTop.1 h1 (1 / 2 - M)] with s hs
  have hs' : 1 / 2 - M ≤ (2 * √(1 - s ^ 2))⁻¹ := hs
  rw [one_div (2 * √(1 - s ^ 2))]
  linarith
```

The filter `𝓝[<] 1` describes the approach to one from below, and `atBot` stands for minus infinity. The line `h0` states that the denominator tends to zero from above: continuity gives the limit, and positivity for $0<s<1$ gives the side. The line `h1` passes to the reciprocal.

## Values below any bound

Let $M$ be any real number. By the limit, the minimum lies below $M$ for all $s<1$ close enough to one. The minimum is attained, so for each such $s$ some normalised orbital has $f_0<M$. For $M=-1$, the condition $\tfrac12-\tfrac1{2\sqrt{1-s^2}}<-1$ means $\sqrt{1-s^2}<\tfrac13$, or $s>\tfrac{2\sqrt2}3\approx0.943$.

```lean
/-- Whatever bound `M` is prescribed, for all overlaps of two basis functions below one and close
enough to one some normalised frontier orbital has a condensed Fukui value below `M`. -/
theorem fukui_arbitrarily_negative (M : ℝ) :
    ∀ᶠ s in 𝓝[<] (1 : ℝ), ∃ c, IsNormalized (overlap s) c ∧ fukui (overlap s) c 0 < M := by
  filter_upwards [minimum_tendsto_atBot.eventually_lt_atBot M,
    Ioo_mem_nhdsLT (zero_lt_one' ℝ)] with s hM hs
  obtain ⟨c, hc, hf⟩ := (fukui_minimum s hs.1 hs.2).1.1
  exact ⟨c, hc, by rw [hf]; exact hM⟩

end CondensedFukuiMulliken
```

The symbol `∀ᶠ s in 𝓝[<] (1 : ℝ)` reads "for all $s$ below one and sufficiently close to it". The bound `M` is chosen first and the range of overlaps depends on it; at a fixed overlap between zero and one the values stay bounded. The proof combines the limit with the membership half of `IsLeast`, which supplies the orbital.

For population analysis this means that, in the two-function frozen-orbital model, a strongly negative condensed Fukui value can come entirely from the way Mulliken's scheme divides the overlap density, since the orbital density itself is nowhere negative.

```lean
#print axioms CondensedFukuiMulliken.sum_fukui
#print axioms CondensedFukuiMulliken.fukui_arbitrarily_negative
```

```
'CondensedFukuiMulliken.sum_fukui' depends on axioms: [propext, Classical.choice, Quot.sound]
'CondensedFukuiMulliken.fukui_arbitrarily_negative' depends on axioms: [propext, Classical.choice, Quot.sound]
```
